# Three equal outward spins on an equilateral triangle allow no zero-field Hall conductivity by symmetry; a common tilt along z allows \(\sigma_{xy}\)

A Hall voltage without an applied magnetic field is familiar from ferromagnets, yet some antiferromagnets with spins at 120° show one too. Take three atoms at the corners of an equilateral triangle, with in-plane spins of equal length that all point away from the centre or all towards it. The spins sum to zero. Does symmetry then forbid the antisymmetric part of the conductivity tensor \(\sigma\)?

For the triangle alone it does, but the vanishing sum is not what decides it. The threefold rotation and the vertical mirrors combined with time reversal leave \(\sigma_{xy}\) free; the basal mirror combined with time reversal removes it. A common spin component along z breaks that last symmetry, and \(\sigma_{xy}\) is then allowed.

Cartesian indices 0, 1, 2 stand for x, y, z, and the atoms are also numbered 0, 1, 2.

In Lean 4 with Mathlib:

```lean
import Mathlib

open Matrix

namespace TriangleSpinHall

noncomputable section
```

## How spins and conductivities transform

An operation consists of a real matrix \(R\) and a flag for time reversal; operations with time reversal are called primed.

```lean
/-- A magnetic point operation: a spatial matrix and a flag telling whether time reversal
is included (a primed operation). -/
structure MagOp where
  rot : Matrix (Fin 3) (Fin 3) ℝ
  primed : Bool
```

A spin is an axial vector that time reversal reverses. It therefore acquires the sign \(\eta=\det R\) for an unprimed operation and \(\eta=-\det R\) for a primed one,

```lean
/-- The sign of an operation on axial, time-odd vectors: the determinant, reversed for
primed operations. -/
def MagOp.spinSign (g : MagOp) : ℝ := (if g.primed then -1 else 1) * g.rot.det
```

and transforms as \(S\mapsto \eta RS\).

```lean
/-- The action of a magnetic operation on a spin. -/
def MagOp.actSpin (g : MagOp) (v : Fin 3 → ℝ) : Fin 3 → ℝ := g.spinSign • (g.rot *ᵥ v)
```

The conductivity transforms as \(\sigma\mapsto R\sigma R^T\), or \(\sigma\mapsto R\sigma^T R^T\) for a primed operation. The transpose stands for Onsager reciprocity: reversing the magnetic order exchanges the two indices of the linear response. This rule is put in as a definition, not derived from a microscopic model.

```lean
/-- The action on a response tensor: R σ Rᵀ, or R σᵀ Rᵀ for a primed operation. -/
def MagOp.actTensor (g : MagOp) (σ : Matrix (Fin 3) (Fin 3) ℝ) : Matrix (Fin 3) (Fin 3) ℝ :=
  if g.primed then g.rot * σᵀ * g.rotᵀ else g.rot * σ * g.rotᵀ
```

## The triangle and its spins

With the distance from centre to corner as unit length, the atoms sit at

\[
r_0=(1,0,0),\quad r_1=\left(-\tfrac12,\tfrac{\sqrt3}{2},0\right),\quad r_2=\left(-\tfrac12,-\tfrac{\sqrt3}{2},0\right).
\]

```lean
/-- The corners of an equilateral triangle in the xy plane, centred at the origin. -/
def site : Fin 3 → Fin 3 → ℝ :=
  ![![1, 0, 0], ![-1 / 2, √3 / 2, 0], ![-1 / 2, -(√3 / 2), 0]]
```

The spins have a radial amplitude \(m\) and a common component \(c\) along the unit vector \(\hat z\),

```lean
/-- The unit vector along z. -/
def zhat : Fin 3 → ℝ := ![0, 0, 1]
```

so that \(S_k=m r_k+c\hat z\). Both are arbitrary real numbers, and \(c=0\) is the purely radial case.

```lean
/-- Spins with radial amplitude `m` and a common component `c` along z. -/
def spins (m c : ℝ) (k : Fin 3) : Fin 3 → ℝ := m • site k + c • zhat
```

A symmetry is an orthogonal \(R\), with its flag, such that every atom \(k\) has a partner \(l\) with \(Rr_k=r_l\) and \(\eta RS_k=S_l\). Space and spin are thus rotated together, as is appropriate with spin–orbit coupling; separate spin rotations, as in spin groups, are not included, and neither are translations.

```lean
/-- An orthogonal operation is a symmetry if it carries each atom with its spin to an atom
with its spin. -/
def IsSymmetry (g : MagOp) (S : Fin 3 → Fin 3 → ℝ) : Prop :=
  g.rot * g.rotᵀ = 1 ∧ ∀ k, ∃ l, g.rot *ᵥ site k = site l ∧ g.actSpin (S k) = S l
```

## The generators and the Hall tensor

The rotation \(C_{3z}\) turns the plane by 120°.

```lean
/-- The rotation by 120 degrees about z. -/
def C3z : MagOp := ⟨!![-1 / 2, -(√3 / 2), 0; √3 / 2, -1 / 2, 0; 0, 0, 1], false⟩
```

The vertical mirror through atom \(j\), at angle \(\theta=2\pi j/3\), has in-plane block

\[
\begin{pmatrix}\cos2\theta&\sin2\theta\\ \sin2\theta&-\cos2\theta\end{pmatrix}
=\begin{pmatrix}x_j&-y_j\\-y_j&-x_j\end{pmatrix},
\]

because \(\cos2\theta=\cos\theta=x_j\) and \(\sin2\theta=-\sin\theta=-y_j\) at these three angles. It is taken with time reversal.

```lean
/-- The reflection in the vertical plane through site `j`, times time reversal. -/
def verticalMirror (j : Fin 3) : MagOp :=
  ⟨!![site j 0, -site j 1, 0; -site j 1, -site j 0, 0; 0, 0, 1], true⟩
```

So is the basal mirror \(\mathrm{diag}(1,1,-1)\).

```lean
/-- The reflection in the xy plane, times time reversal. -/
def basalMirror : MagOp := ⟨!![1, 0, 0; 0, 1, 0; 0, 0, -1], true⟩
```

The antisymmetric tensor with only an xy component is a multiple of \(J\), where \(J_{01}=1\), \(J_{10}=-1\) and all other entries vanish.

```lean
/-- The antisymmetric unit tensor with xy component one. -/
def hallXY : Matrix (Fin 3) (Fin 3) ℝ := !![0, 1, 0; -1, 0, 0; 0, 0, 0]
```

## Which operations preserve the spins

For \(c=0\) the sum has x component \(m(1-\frac12-\frac12)=0\) and y component \(m(\frac{\sqrt3}2-\frac{\sqrt3}2)=0\). The proof checks each component.

```lean
/-- The three radial spins sum to zero. -/
theorem radial_sum (m : ℝ) : ∑ k, spins m 0 k = 0 := by
  ext i
  fin_cases i <;> simp [spins, site, Fin.sum_univ_three]
  ring
```

Suppose that an orthogonal \(R\) permutes the atoms, has \(\eta=1\), and satisfies \(cR\hat z=c\hat z\). Then linearity gives

\[
\eta RS_k=mRr_k+cR\hat z=mr_l+c\hat z=S_l .
\]

The factor \(c\) in the condition lets the same lemma cover operations that reverse \(\hat z\) when \(c=0\).

```lean
/-- An orthogonal operation of spin sign one that permutes the sites and preserves the z part
of the spins is a symmetry of the spin arrangement. -/
theorem isSymmetry_of_sites (g : MagOp) (m c : ℝ) (ho : g.rot * g.rotᵀ = 1)
    (hs : ∀ k, ∃ l, g.rot *ᵥ site k = site l) (hd : g.spinSign = 1)
    (hz : c • (g.rot *ᵥ zhat) = c • zhat) : IsSymmetry g (spins m c) := by
  refine ⟨ho, fun k => ?_⟩
  obtain ⟨l, hl⟩ := hs k
  refine ⟨l, hl, ?_⟩
  simp only [MagOp.actSpin, hd, one_smul, spins, mulVec_add, mulVec_smul, hl, hz]
```

For \(C_{3z}\), the atoms move as \(0\to1\to2\to0\), \(\hat z\) is fixed, and \(\eta=\det R=\frac14+\frac34=1\). The entry-by-entry checks use \(\sqrt3\,\sqrt3=3\).

```lean
/-- The threefold rotation is a symmetry of the spins for every radial and z amplitude. -/
theorem C3z_isSymmetry (m c : ℝ) : IsSymmetry C3z (spins m c) := by
  have h : √3 * √3 = (3 : ℝ) := Real.mul_self_sqrt (by norm_num)
  apply isSymmetry_of_sites
  · ext i j
    fin_cases i <;> fin_cases j <;>
      simp [C3z, Matrix.mul_apply, Fin.sum_univ_three] <;> nlinarith [h]
  · intro k
    refine ⟨(![1, 2, 0] : Fin 3 → Fin 3) k, ?_⟩
    ext i
    fin_cases k <;> fin_cases i <;>
      simp [C3z, site, Matrix.mulVec, dotProduct, Fin.sum_univ_three] <;> nlinarith [h]
  · simp [MagOp.spinSign, C3z, Matrix.det_fin_three]
    nlinarith [h]
  · congr 1
    ext i
    fin_cases i <;> simp [C3z, zhat, Matrix.mulVec, dotProduct, Fin.sum_univ_three]
```

A vertical mirror fixes atom \(j\), exchanges the other two and fixes \(\hat z\). Its determinant is \(-(x_j^2+y_j^2)=-1\), so time reversal makes \(\eta=1\). The table in the proof lists the partner of each atom.

```lean
/-- Each vertical mirror times time reversal is a symmetry of the spins for every radial and
z amplitude. -/
theorem verticalMirror_isSymmetry (m c : ℝ) (j : Fin 3) :
    IsSymmetry (verticalMirror j) (spins m c) := by
  have h : √3 * √3 = (3 : ℝ) := Real.mul_self_sqrt (by norm_num)
  have hn : site j 0 * site j 0 + site j 1 * site j 1 = 1 := by
    fin_cases j <;> simp [site] <;> nlinarith [h]
  apply isSymmetry_of_sites
  · ext i k
    fin_cases i <;> fin_cases k <;>
      simp [verticalMirror, Matrix.mul_apply, Fin.sum_univ_three] <;> linarith [hn]
  · intro k
    -- the mirror fixes site j and exchanges the other two
    refine ⟨(![![0, 2, 1], ![2, 1, 0], ![1, 0, 2]] : Fin 3 → Fin 3 → Fin 3) j k, ?_⟩
    ext i
    fin_cases j <;> fin_cases k <;> fin_cases i <;>
      simp [verticalMirror, site, Matrix.mulVec, dotProduct, Fin.sum_univ_three] <;>
      nlinarith [h]
  · simp [MagOp.spinSign, verticalMirror, Matrix.det_fin_three]
    linarith [hn]
  · congr 1
    ext i
    fin_cases i <;> simp [verticalMirror, zhat, Matrix.mulVec, dotProduct, Fin.sum_univ_three]
```

The basal mirror also has determinant \(-1\), hence \(\eta=1\) with time reversal. It fixes every atom but sends \(S_k\) to \(mr_k-c\hat z\). Comparing z components with any \(S_l\) gives \(-c=c\), so \(c=0\). Conversely, if \(c=0\), every spin is unchanged.

```lean
/-- The basal mirror times time reversal is a symmetry exactly when the spins have no
z component. -/
theorem basalMirror_isSymmetry_iff (m c : ℝ) :
    IsSymmetry basalMirror (spins m c) ↔ c = 0 := by
  have hz : ∀ l, site l 2 = 0 := by intro l; fin_cases l <;> simp [site]
  have hd : basalMirror.spinSign = 1 := by
    simp [MagOp.spinSign, basalMirror, Matrix.det_fin_three]
  constructor
  · rintro ⟨-, hk⟩
    obtain ⟨l, -, hs⟩ := hk 0
    have h2 := congrFun hs 2
    simp only [MagOp.actSpin, hd, one_smul] at h2
    have h3 : -c = c := by
      simpa [basalMirror, spins, zhat, hz, Matrix.mulVec, dotProduct,
        Fin.sum_univ_three] using h2
    linarith
  · rintro rfl
    apply isSymmetry_of_sites _ _ _ _ _ hd (by simp)
    · ext i j
      fin_cases i <;> fin_cases j <;> simp [basalMirror, Matrix.mul_apply, Fin.sum_univ_three]
    · intro k
      refine ⟨k, ?_⟩
      ext i
      fin_cases i <;> simp [basalMirror, hz, Matrix.mulVec, dotProduct, Fin.sum_univ_three]
```

## The rotation leaves one component

Let \(\sigma^T=-\sigma\). The diagonal entries vanish, since \(\sigma_{ii}=-\sigma_{ii}\). Write \(u=\sigma_{02}\) and \(v=\sigma_{12}\). Invariance under \(C_{3z}\) requires

\[
u=-\tfrac12u-\tfrac{\sqrt3}{2}v,\qquad v=\tfrac{\sqrt3}{2}u-\tfrac12v .
\]

The first equation gives \(v=-\sqrt3\,u\), the second \(u=\sqrt3\,v=-3u\). Hence \(u=v=0\) and \(\sigma=\sigma_{01}J\). In the proof, `e1` and `e2` are these two equations, and `linear_combination` eliminates the unknowns.

```lean
/-- An antisymmetric tensor invariant under the threefold rotation has only its xy component. -/
theorem eq_hallXY_of_C3z {σ : Matrix (Fin 3) (Fin 3) ℝ} (ha : σᵀ = -σ)
    (hC : C3z.actTensor σ = σ) : σ = σ 0 1 • hallXY := by
  have h : √3 * √3 = (3 : ℝ) := Real.mul_self_sqrt (by norm_num)
  have anti : ∀ i j, σ j i = -σ i j := fun i j => congrFun (congrFun ha i) j
  have e1 : -1 / 2 * σ 0 2 - √3 / 2 * σ 1 2 = σ 0 2 := by
    have e := congrFun (congrFun hC 0) 2
    simp [MagOp.actTensor, C3z, Matrix.mul_apply, Matrix.vecMul, dotProduct,
      Fin.sum_univ_three] at e
    linarith
  have e2 : √3 / 2 * σ 0 2 - 1 / 2 * σ 1 2 = σ 1 2 := by
    have e := congrFun (congrFun hC 1) 2
    simp [MagOp.actTensor, C3z, Matrix.mul_apply, Matrix.vecMul, dotProduct,
      Fin.sum_univ_three] at e
    linarith
  -- the pair (xz, yz) is rotated by 120 degrees, so it vanishes
  have h02 : σ 0 2 = 0 := by
    linear_combination (-1 / 2) * e1 + (√3 / 6) * e2 - (σ 0 2 / 12) * h
  have h12 : σ 1 2 = 0 := by
    linear_combination (-√3 / 6) * e1 - (1 / 2) * e2 - (σ 1 2 / 12) * h
  ext i j
  fin_cases i <;> fin_cases j <;> simp [hallXY] <;>
    linarith [anti 0 0, anti 1 1, anti 2 2, anti 0 1, anti 0 2, anti 1 2]
```

## Every symmetry of tilted spins preserves \(\sigma_{xy}\)

Now let \(c\ne0\) and take any symmetry, not just a generator. Since \(Rr_0\) lies in the plane, \(R_{20}=0\); since \(Rr_1\) does too, \(-\frac12R_{20}+\frac{\sqrt3}{2}R_{21}=0\), so \(R_{21}=0\). Orthogonality gives \(R_{22}^2=1\) and \(R_{02}=R_{12}=0\), so \(R\) is block diagonal. With

\[
D=R_{00}R_{11}-R_{01}R_{10},\qquad \det R=R_{22}D,
\]

the z component of the spin condition reads \(\eta R_{22}c=c\), hence \(\eta R_{22}=1\). Inserting \(\eta=\pm R_{22}D\) and \(R_{22}^2=1\) yields \(D=1\) for an unprimed operation and \(D=-1\) for a primed one.

Direct multiplication gives \(RJR^T=DJ\). An unprimed operation therefore preserves \(J\), and a primed one gives \(RJ^TR^T=-DJ=J\). The proof obtains `hD` from the spin condition and `hJ` from the multiplication, then separates the two cases with `cases p`.

```lean
/-- Every symmetry of spins with a nonzero z component preserves the xy Hall tensor. -/
theorem hallXY_invariant {g : MagOp} {m c : ℝ} (hc : c ≠ 0)
    (hg : IsSymmetry g (spins m c)) (a : ℝ) : g.actTensor (a • hallXY) = a • hallXY := by
  obtain ⟨R, p⟩ := g
  obtain ⟨ho, hk⟩ := hg
  have hz : ∀ l, site l 2 = 0 := by intro l; fin_cases l <;> simp [site]
  -- the operation maps the plane to itself, so it is block diagonal
  have h20 : R 2 0 = 0 := by
    obtain ⟨l, hl, -⟩ := hk 0
    have e := congrFun hl 2
    rw [hz] at e
    simpa [site, Matrix.mulVec, dotProduct, Fin.sum_univ_three] using e
  have h21 : R 2 1 = 0 := by
    obtain ⟨l, hl, -⟩ := hk 1
    have e := congrFun hl 2
    rw [hz] at e
    simpa [site, Matrix.mulVec, dotProduct, Fin.sum_univ_three, h20] using e
  have o22 : R 2 2 * R 2 2 = 1 := by
    simpa [Matrix.mul_apply, Fin.sum_univ_three, h20, h21] using congrFun (congrFun ho 2) 2
  have o02 : R 0 2 * R 2 2 = 0 := by
    simpa [Matrix.mul_apply, Fin.sum_univ_three, h20, h21] using congrFun (congrFun ho 0) 2
  have o12 : R 1 2 * R 2 2 = 0 := by
    simpa [Matrix.mul_apply, Fin.sum_univ_three, h20, h21] using congrFun (congrFun ho 1) 2
  have h02 : R 0 2 = 0 := by linear_combination R 2 2 * o02 - R 0 2 * o22
  have h12 : R 1 2 = 0 := by linear_combination R 2 2 * o12 - R 1 2 * o22
  have hdet : R.det = R 2 2 * (R 0 0 * R 1 1 - R 0 1 * R 1 0) := by
    rw [Matrix.det_fin_three, h20, h21]; ring
  -- the z component of the spin fixes the sign of the in-plane determinant
  have hD : MagOp.spinSign ⟨R, p⟩ * R 2 2 = 1 := by
    obtain ⟨l, -, hs⟩ := hk 0
    have hS : ∀ k, spins m c k 2 = c := by
      intro k
      show m * site k 2 + c * 1 = c
      rw [hz]; ring
    have e : MagOp.spinSign ⟨R, p⟩ * (R 2 2 * c) = c := by
      simpa [MagOp.actSpin, hS, Matrix.mulVec, dotProduct,
        Fin.sum_univ_three, h20, h21] using congrFun hs 2
    exact mul_right_cancel₀ hc (by linarith)
  have hJ : R * hallXY * Rᵀ = (R 0 0 * R 1 1 - R 0 1 * R 1 0) • hallXY := by
    ext i j
    fin_cases i <;> fin_cases j <;>
      simp [hallXY, Matrix.mul_apply, Fin.sum_univ_three, h20, h21] <;> ring
  have hT : hallXYᵀ = -hallXY := by
    ext i j
    fin_cases i <;> fin_cases j <;> simp [hallXY]
  cases p
  · have d : R 0 0 * R 1 1 - R 0 1 * R 1 0 = 1 := by
      simp only [MagOp.spinSign, hdet, Bool.false_eq_true, if_false] at hD
      linear_combination hD - (R 0 0 * R 1 1 - R 0 1 * R 1 0) * o22
    simp [MagOp.actTensor, hJ, d]
  · have d : R 0 0 * R 1 1 - R 0 1 * R 1 0 = -1 := by
      simp only [MagOp.spinSign, hdet, if_true] at hD
      linear_combination -hD - (R 0 0 * R 1 1 - R 0 1 * R 1 0) * o22
    simp [MagOp.actTensor, hT, hJ, d]
```

It follows that antisymmetric tensors invariant under \(C_{3z}\) and the primed vertical mirrors are exactly the multiples \(aJ\), with \(a\) real. The rotation already excludes everything else. Conversely, these operations are symmetries of the tilted spins with \(m=c=1\), so they preserve \(aJ\) by the preceding result.

```lean
/-- The antisymmetric tensors invariant under the threefold rotation and the vertical mirrors
times time reversal are exactly the multiples of the xy Hall tensor. -/
theorem invariant_iff_hallXY (σ : Matrix (Fin 3) (Fin 3) ℝ) :
    (σᵀ = -σ ∧ C3z.actTensor σ = σ ∧ ∀ j, (verticalMirror j).actTensor σ = σ) ↔
      ∃ a : ℝ, σ = a • hallXY := by
  constructor
  · rintro ⟨ha, hC, -⟩
    exact ⟨_, eq_hallXY_of_C3z ha hC⟩
  · rintro ⟨a, rfl⟩
    refine ⟨?_, hallXY_invariant one_ne_zero (C3z_isSymmetry 1 1) a,
      fun j => hallXY_invariant one_ne_zero (verticalMirror_isSymmetry 1 1 j) a⟩
    ext i j
    fin_cases i <;> fin_cases j <;> simp [hallXY]
```

## The basal mirror removes the remaining component

For \(B=\mathrm{diag}(1,1,-1)\), the 01 entry of \(B\sigma^TB^T\) is \(\sigma_{10}\). Invariance gives \(\sigma_{10}=\sigma_{01}\), while antisymmetry gives \(\sigma_{10}=-\sigma_{01}\). Thus \(\sigma_{01}=0\), and with \(C_{3z}\) the whole tensor vanishes.

```lean
/-- An antisymmetric tensor invariant under the threefold rotation and the basal mirror times
time reversal is zero. -/
theorem eq_zero_of_basalMirror {σ : Matrix (Fin 3) (Fin 3) ℝ} (ha : σᵀ = -σ)
    (hC : C3z.actTensor σ = σ) (hB : basalMirror.actTensor σ = σ) : σ = 0 := by
  have e : σ 1 0 = σ 0 1 := by
    simpa [MagOp.actTensor, basalMirror, Matrix.mul_apply, Matrix.vecMul, dotProduct,
      Fin.sum_univ_three] using congrFun (congrFun hB 0) 1
  have e' : σ 1 0 = -σ 0 1 := congrFun (congrFun ha 0) 1
  have h01 : σ 0 1 = 0 := by linarith
  rw [eq_hallXY_of_C3z ha hC, h01, zero_smul]
```

## All magnetic point symmetries together

The final theorem requires invariance under every symmetry of the given spins. The solutions are \(\sigma=aJ\), with the added condition that \(a=0\) if \(c=0\). For \(c\ne0\) that condition is empty and every real \(a\) is allowed.

In the forward direction, \(C_{3z}\) reduces \(\sigma\) to \(\sigma_{01}J\), and for \(c=0\) the basal mirror is available to remove it. In the reverse direction, the tensor is zero when \(c=0\), and the general invariance result applies when \(c\ne0\).

```lean
/-- The antisymmetric tensors invariant under all magnetic point symmetries of the spins are the
multiples of the xy Hall tensor, with coefficient zero if the spins are purely radial. -/
theorem hall_tensor_of_spins (m c : ℝ) (σ : Matrix (Fin 3) (Fin 3) ℝ) :
    (σᵀ = -σ ∧ ∀ g, IsSymmetry g (spins m c) → g.actTensor σ = σ) ↔
      ∃ a : ℝ, σ = a • hallXY ∧ (c = 0 → a = 0) := by
  constructor
  · rintro ⟨ha, hg⟩
    have hC := hg _ (C3z_isSymmetry m c)
    refine ⟨σ 0 1, eq_hallXY_of_C3z ha hC, fun hc => ?_⟩
    have h0 := eq_zero_of_basalMirror ha hC (hg _ ((basalMirror_isSymmetry_iff m c).2 hc))
    simp [h0]
  · rintro ⟨a, rfl, h0⟩
    refine ⟨((invariant_iff_hallXY _).2 ⟨a, rfl⟩).1, fun g hg => ?_⟩
    by_cases hc : c = 0
    · simp [h0 hc, MagOp.actTensor]
    · exact hallXY_invariant hc hg a

end

end TriangleSpinHall
```

```lean
#print axioms TriangleSpinHall.radial_sum
#print axioms TriangleSpinHall.hall_tensor_of_spins
```

```
'TriangleSpinHall.radial_sum' depends on axioms: [propext, Classical.choice, Quot.sound]
'TriangleSpinHall.hall_tensor_of_spins' depends on axioms: [propext, Classical.choice, Quot.sound]
```

## Crystals and the net moment

For a linear-response calculation whose magnetic point group is that of this three-atom model, the result says which antisymmetric entries must vanish, up to numerical error. It gives no size for an allowed \(\sigma_{xy}\).

In a crystal, neighbouring atoms may remove the basal mirror while keeping \(C_{3z}\) and the primed vertical mirrors. If these generate the point group, `invariant_iff_hallXY` is the relevant statement, and with spin–orbit coupling \(\sigma_{xy}\) is allowed even though the radial spins sum to zero.

The same argument restricts a net magnetic moment. Writing \(\sigma_{ij}=\sum_k\epsilon_{ijk}h_k\), with \(\epsilon_{ijk}\) the Levi-Civita symbol, turns an antisymmetric tensor into a vector \(h\) that transforms under orthogonal operations as \(h\mapsto\eta Rh\), just like a spin. The symmetries of the triangle therefore allow a moment only along z, and none when \(c=0\).
